# The derivative of the bivariational energy in terms of the bra and ket residuals

For a finite square matrix `H`, not assumed Hermitian, the bivariational energy of a bra p and an independent ket q is E(p, q) = p·Hq / p·q, where the dot product involves no complex conjugation. The vectors need not be normalised, since the quotient divides by their overlap p·q, which is assumed non-zero. The theorem `fderiv_apply` says that if E has a Fréchet derivative L at (p, q), then L(u, v) = [u·(Hq − Eq) + (pH − Ep)·v] / p·q for all changes u of the bra and v of the ket. The proof differentiates E along the straight line (p + tu, q + tv) at t = 0 in two ways, by the chain rule and by the first-variation formula already proved, and equates the results by uniqueness of the derivative.

Lean 4 with Mathlib refuses this proof:

```lean
import Mathlib

open Matrix

namespace BivariationalPrinciple

noncomputable section

variable {𝕜 n : Type*} [NontriviallyNormedField 𝕜] [Fintype n]

/-- The bivariational energy `p·Hq / p·q` of a bra `p` and an independent ket `q`,
meant for `p·q ≠ 0`. -/
def energy (H : Matrix n n 𝕜) (p q : n → 𝕜) : 𝕜 :=
  (p ⬝ᵥ H *ᵥ q) / (p ⬝ᵥ q)

/-- Product rule for a matrix element whose bra and ket both move along straight lines. -/
theorem matrixElement_hasDerivAt (A : Matrix n n 𝕜) (p q u v : n → 𝕜) :
    HasDerivAt (fun t : 𝕜 => (p + t • u) ⬝ᵥ A *ᵥ (q + t • v))
      (u ⬝ᵥ A *ᵥ q + p ⬝ᵥ A *ᵥ v) 0 := by
  have hid := hasDerivAt_id' (0 : 𝕜)
  have h := ((hid.mul_const (u ⬝ᵥ A *ᵥ q + p ⬝ᵥ A *ᵥ v)).const_add
    (p ⬝ᵥ A *ᵥ q)).fun_add ((hid.fun_mul hid).mul_const (u ⬝ᵥ A *ᵥ v))
  -- the matrix element is a quadratic polynomial in t
  have e : (fun t : 𝕜 => (p + t • u) ⬝ᵥ A *ᵥ (q + t • v)) = fun t : 𝕜 =>
      p ⬝ᵥ A *ᵥ q + t * (u ⬝ᵥ A *ᵥ q + p ⬝ᵥ A *ᵥ v) + t * t * (u ⬝ᵥ A *ᵥ v) := by
    funext t
    simp only [Matrix.mulVec_add, Matrix.mulVec_smul, add_dotProduct, dotProduct_add,
      smul_dotProduct, dotProduct_smul, smul_eq_mul]
    ring
  rw [e]
  exact h.congr_deriv (by ring)

/-- First variation of the energy: the ket residual is tested by the change `u` of the bra,
and the bra residual by the change `v` of the ket. -/
theorem energy_hasDerivAt (H : Matrix n n 𝕜) {p q : n → 𝕜} (hpq : p ⬝ᵥ q ≠ 0)
    (u v : n → 𝕜) :
    HasDerivAt (fun t : 𝕜 => energy H (p + t • u) (q + t • v))
      ((u ⬝ᵥ (H *ᵥ q - energy H p q • q) + (p ᵥ* H - energy H p q • p) ⬝ᵥ v)
        / (p ⬝ᵥ q)) 0 := by
  classical
  have hn := matrixElement_hasDerivAt H p q u v
  have hd := matrixElement_hasDerivAt (1 : Matrix n n 𝕜) p q u v
  simp only [Matrix.one_mulVec] at hd
  have h0 : (p + (0 : 𝕜) • u) ⬝ᵥ (q + (0 : 𝕜) • v) ≠ 0 := by
    simpa only [zero_smul, add_zero] using hpq
  refine (hn.fun_div hd h0).congr_deriv ?_
  simp only [zero_smul, add_zero, energy, dotProduct_sub, sub_dotProduct, dotProduct_smul,
    smul_dotProduct, smul_eq_mul, ← Matrix.dotProduct_mulVec]
  field_simp
  ring

/-- Any Fréchet derivative of the energy is given by the first-variation formula. -/
theorem fderiv_apply (H : Matrix n n 𝕜) {p q : n → 𝕜} (hpq : p ⬝ᵥ q ≠ 0)
    {L : (n → 𝕜) × (n → 𝕜) →L[𝕜] 𝕜}
    (hL : HasFDerivAt (fun x : (n → 𝕜) × (n → 𝕜) => energy H x.1 x.2) L (p, q))
    (u v : n → 𝕜) :
    L (u, v) = (u ⬝ᵥ (H *ᵥ q - energy H p q • q)
      + (p ᵥ* H - energy H p q • p) ⬝ᵥ v) / (p ⬝ᵥ q) := by
  have line : ∀ w z : n → 𝕜, HasDerivAt (fun t : 𝕜 => w + t • z) z 0 := fun w z =>
    (((hasDerivAt_id' (0 : 𝕜)).smul_const z).const_add w).congr_deriv (one_smul _ _)
  have hL' : HasFDerivAt (fun x : (n → 𝕜) × (n → 𝕜) => energy H x.1 x.2) L
      (p + (0 : 𝕜) • u, q + (0 : 𝕜) • v) := by
    simpa only [zero_smul, add_zero] using hL
  exact (hL'.comp_hasDerivAt (0 : 𝕜) ((line p u).prodMk (line q v))).unique
    (energy_hasDerivAt H hpq u v)

end

end BivariationalPrinciple
```

The error:

```
Main.lean:65:4: error: Application type mismatch: The argument
  energy_hasDerivAt H hpq u v
has type
  HasDerivAt (fun t => energy H (p + t • u) (q + t • v))
    ((u ⬝ᵥ (H *ᵥ q - energy H p q • q) + (p ᵥ* H - energy H p q • p) ⬝ᵥ v) / p ⬝ᵥ q) 0
but is expected to have type
  HasDerivAt (?m.226 ∘ fun x => (p + x • u, q + x • v))
    ((u ⬝ᵥ (H *ᵥ q - energy H p q • q) + (p ᵥ* H - energy H p q • p) ⬝ᵥ v) / p ⬝ᵥ q) 0
in the application
  HasDerivAt.unique (HasFDerivAt.comp_hasDerivAt 0 ?m.228 (HasDerivAt.prodMk (line p u) (line q v)))
    (energy_hasDerivAt H hpq u v)
```

Cause. The message says that `energy_hasDerivAt H hpq u v` does not have the type that `HasDerivAt.unique` expects. Both derivatives must belong to the same function, but the chain rule's function is still `?m.226 ∘ fun x => (p + x • u, q + x • v)`, with the outer function unknown. The placeholder `?m.228` shows that `hL'`, which would have supplied it, had not yet been used. Lean therefore had to find a function whose value at the pair `(p + t • u, q + t • v)` is `energy H (p + t • u) (q + t • v)`. The unknown is applied to a compound expression, not to a plain variable, and Lean's unification did not find the energy from that.

The repair states the chain-rule result first, as `hc`, with the energy written out as the outer function and `L (u, v)` as the derivative. Nothing is then left to guess: in `hc.unique`, the composite and the function in `energy_hasDerivAt` agree by unfolding the composition. Writing `HasFDerivAt.comp_hasDerivAt` in full instead of with dot notation, and the added comment, are mere tidying.

This version goes through:

```diff
@@ -62,6 +62,9 @@
       (p + (0 : 𝕜) • u, q + (0 : 𝕜) • v) := by
     simpa only [zero_smul, add_zero] using hL
-  exact (hL'.comp_hasDerivAt (0 : 𝕜) ((line p u).prodMk (line q v))).unique
-    (energy_hasDerivAt H hpq u v)
+  -- chain rule along a straight line through (p, q)
+  have hc : HasDerivAt ((fun x : (n → 𝕜) × (n → 𝕜) => energy H x.1 x.2) ∘
+      (fun t : 𝕜 => (p + t • u, q + t • v))) (L (u, v)) 0 :=
+    HasFDerivAt.comp_hasDerivAt (0 : 𝕜) hL' ((line p u).prodMk (line q v))
+  exact hc.unique (energy_hasDerivAt H hpq u v)
 
 end
```
